# Divergence of the triplet response coupling when a single Hessian mode softens

Take a system with two orbital-rotation amplitudes and a diagonal triplet Hessian M with entries m and d, where m ≠ 0 and d > 0. For two perturbation vectors a = (a₀, a₁) and b = (b₀, b₁), the second-order coupling is

a·M⁻¹b = a₀b₀/m + a₁b₁/d.

As m goes to zero with d fixed, the second term stays bounded. The first grows without limit, provided that both perturbations have a component along the soft direction. The same separation holds for a Hessian of any finite size.

## The soft-mode term and its error

In coupled-perturbed Hartree–Fock theory for a closed-shell molecule, M is the triplet orbital Hessian, and a and b describe the Fermi-contact perturbations due to two nuclear spins. Their contribution to the isotropic spin–spin coupling is, up to sign and constant prefactors, a·M⁻¹b. A triplet instability sets in where the lowest eigenvalue of M passes from positive to negative.

Let M be real and symmetric, with Mv = mv, v·v = 1 and m ≠ 0. Suppose that every eigenvector orthogonal to v has eigenvalue at least d > 0. Physically, one mode may soften while all the others keep a finite stiffness. Then M is invertible, and with ‖a‖ = √(a·a),

|a·M⁻¹b − (a·v)(b·v)/m| ≤ ‖a‖‖b‖/d.

Positive definiteness is not needed: m may be negative, so both sides of the onset are covered.

The first step turns the condition on eigenvectors into an inequality for all vectors orthogonal to v. Define

A = M + (d − m)vvᵀ − d·1.

Suppose Aw = αw with w ≠ 0 and α < 0. By symmetry, v·Mw = m(v·w), so taking the product with v gives

α(v·w) = m(v·w) + (d − m)(v·w) − d(v·w) = 0.

Hence v·w = 0, and the eigenvalue equation reduces to Mw = (α + d)w. The gap condition now requires d ≤ α + d, which contradicts α < 0. The symmetric matrix A therefore has no negative eigenvalue, and x·Ax ≥ 0 for every x. If v·x = 0, this says

d(x·x) ≤ x·Mx.

Invertibility follows. If Mx = 0, then 0 = v·Mx = m(v·x), so v·x = 0. The inequality gives d(x·x) ≤ 0, hence x = 0.

Now let Mx = b. Taking the product with v gives b·v = m(v·x). Remove the soft component by setting y = x − (v·x)v. Then v·y = 0 and My = b − m(v·x)v, so y·My = y·b. The inequality and Cauchy–Schwarz yield

d‖y‖² ≤ y·b ≤ ‖y‖‖b‖.

Thus ‖y‖ ≤ ‖b‖/d, trivially so if y = 0. Since v·x = (b·v)/m,

a·x − (a·v)(b·v)/m = a·y,

and |a·y| ≤ ‖a‖‖y‖ ≤ ‖a‖‖b‖/d.

For a family M_k with soft modes v_k, eigenvalues m_k ≠ 0 and a common d, write J_k = a·M_k⁻¹b. Multiplying the estimate by |m_k| gives

|m_k J_k − (a·v_k)(b·v_k)| ≤ |m_k|‖a‖‖b‖/d.

If m_k → 0 and (a·v_k)(b·v_k) → c, then m_k J_k → c. If also c ≠ 0, then |J_k| = |m_k J_k|/|m_k| → ∞.

## A two-level example with numbers

Let v = (1, 1)/√2, m = 0.1 and d = 2. The Hessian has diagonal entries 1.05 and off-diagonal entries −0.95, with determinant 0.2. For a = (1, 0) and b = (0, 1), the coupling is 0.95/0.2 = 4.75. The soft-mode term is 0.5/0.1 = 5, so the error is 0.25 in absolute value, within the bound 1/2. For m = 0.01 the coupling is 49.75 and the soft-mode term 50: the error has not changed, while the coupling has grown roughly tenfold.

## Hessian, amplitudes and gap in Lean

The finite type `n` labels the orbital-rotation amplitudes.

```lean
import Mathlib

open Matrix Filter Topology

namespace TripletInstability

noncomputable section

variable {n : Type*} [Fintype n]
```

Vectors are functions `n → ℝ`, and `⬝ᵥ` is their dot product. The Euclidean length is defined explicitly from it.

```lean
/-- Euclidean length of a vector of orbital-rotation amplitudes. -/
def len (a : n → ℝ) : ℝ := Real.sqrt (a ⬝ᵥ a)
```

The structure `SoftMode M v m d` collects the assumptions on the Hessian. Its field `gap` concerns only nonzero eigenvectors orthogonal to `v`; with a single amplitude there are none, and the condition is empty. The structure does not require `m` to be smaller than `d`, nor `d` to be positive; positivity enters as a separate hypothesis where it is needed.

```lean
/-- The symmetric Hessian `M` has the unit eigenvector `v` with eigenvalue `m`, and every
eigenvector orthogonal to `v` has eigenvalue at least `d`. -/
structure SoftMode (M : Matrix n n ℝ) (v : n → ℝ) (m d : ℝ) : Prop where
  symm : M.IsSymm
  unit : v ⬝ᵥ v = 1
  eigen : M *ᵥ v = m • v
  gap : ∀ (μ : ℝ) (w : n → ℝ), w ≠ 0 → v ⬝ᵥ w = 0 → M *ᵥ w = μ • w → d ≤ μ
```

The gap could also have been modelled as the quadratic-form inequality d(x·x) ≤ x·Mx for all x orthogonal to v. That would make the spectral argument unnecessary, but the assumption would no longer be read directly from a list of eigenvalues. For the symmetric M considered here the two conditions are equivalent, since inserting an eigenvector into the inequality returns the bound on its eigenvalue.

## From eigenvalues to the response bound

The identity v·Mx = m(v·x) is obtained by moving `M` to the other side of the dot product and using its symmetry.

```lean
/-- The Hessian multiplies the component of any vector along the soft mode by `m`. -/
theorem mode_dot {M : Matrix n n ℝ} {v : n → ℝ} {m d : ℝ} (h : SoftMode M v m d)
    (x : n → ℝ) : v ⬝ᵥ (M *ᵥ x) = m * (v ⬝ᵥ x) := by
  rw [Matrix.dotProduct_mulVec, ← Matrix.mulVec_transpose, h.symm.eq, h.eigen,
    smul_dotProduct, smul_eq_mul]
```

Cauchy–Schwarz comes from Mathlib's inequality for finite sums, followed by a square root.

```lean
/-- The absolute value of the dot product of two vectors is at most the product of their lengths. -/
theorem abs_dot_le (a b : n → ℝ) : |a ⬝ᵥ b| ≤ len a * len b := by
  have h : (a ⬝ᵥ b) ^ 2 ≤ (a ⬝ᵥ a) * (b ⬝ᵥ b) := by
    simpa only [dotProduct, ← sq] using Finset.sum_mul_sq_le_sq_mul_sq Finset.univ a b
  have ha : 0 ≤ a ⬝ᵥ a := Finset.sum_nonneg fun i _ => mul_self_nonneg (a i)
  unfold len
  rw [← Real.sqrt_mul ha]
  exact Real.abs_le_sqrt h
```

The coupling is written with the matrix inverse. It has its intended meaning when `M` is invertible, which is proved below from the soft-mode assumptions.

```lean
variable [DecidableEq n]

/-- The second-order coupling `a · M⁻¹ b` of two perturbations `a` and `b` through the
Hessian `M`, meant for invertible `M`. -/
def coupling (M : Matrix n n ℝ) (a b : n → ℝ) : ℝ := a ⬝ᵥ (M⁻¹ *ᵥ b)
```

The next lemma carries out the shift argument. The matrix `A` is the one defined above, and `key` computes its action on a vector. Mathlib's spectral theorem reduces positive semidefiniteness to the signs of the eigenvalues. The proof then assumes a negative one, derives `h2`, the orthogonality of its eigenvector to `v`, and contradicts `gap`.

```lean
/-- On vectors orthogonal to the soft mode the quadratic form of the Hessian is at least
`d` times the squared length. -/
theorem gap_form {M : Matrix n n ℝ} {v : n → ℝ} {m d : ℝ} (h : SoftMode M v m d)
    {x : n → ℝ} (hx : v ⬝ᵥ x = 0) : d * (x ⬝ᵥ x) ≤ x ⬝ᵥ (M *ᵥ x) := by
  -- replace the soft eigenvalue `m` by `d`, then subtract `d` times the identity
  obtain ⟨A, hAdef⟩ : ∃ A : Matrix n n ℝ,
      A = M + (d - m) • vecMulVec v v - d • (1 : Matrix n n ℝ) := ⟨_, rfl⟩
  have key : ∀ w, A *ᵥ w = M *ᵥ w + ((d - m) * (v ⬝ᵥ w)) • v - d • w := by
    intro w
    have hv : vecMulVec v v *ᵥ w = (v ⬝ᵥ w) • v := by
      ext i
      simp only [mulVec, dotProduct, vecMulVec_apply, Pi.smul_apply, smul_eq_mul,
        Finset.sum_mul]
      apply Finset.sum_congr rfl
      intros
      ring
    rw [hAdef, sub_mulVec, add_mulVec, smul_mulVec, smul_mulVec, one_mulVec, hv, smul_smul]
  have hA : A.IsHermitian := by
    unfold Matrix.IsHermitian
    rw [conjTranspose_eq_transpose_of_trivial, hAdef, transpose_sub, transpose_add,
      transpose_smul, transpose_smul, transpose_one, h.symm.eq, transpose_vecMulVec]
  have hpos : A.PosSemidef := by
    refine hA.posSemidef_iff_eigenvalues_nonneg.mpr fun j => ?_
    by_contra hneg
    have hneg' : hA.eigenvalues j < 0 := not_le.mp hneg
    obtain ⟨w, hw0, hw⟩ : ∃ w : n → ℝ, w ≠ 0 ∧ A *ᵥ w = hA.eigenvalues j • w := by
      refine ⟨(hA.eigenvectorBasis j).ofLp, fun h0 => ?_, hA.mulVec_eigenvectorBasis j⟩
      apply hA.eigenvectorBasis.orthonormal.ne_zero j
      ext i
      exact congrFun h0 i
    rw [key] at hw
    -- a negative eigenvalue forces its eigenvector to be orthogonal to the soft mode
    have h1 := congrArg (fun u => v ⬝ᵥ u) hw
    simp only [dotProduct_sub, dotProduct_add, dotProduct_smul, smul_eq_mul, mode_dot h,
      h.unit] at h1
    have h2 : v ⬝ᵥ w = 0 := by
      have h3 : hA.eigenvalues j * (v ⬝ᵥ w) = 0 := by linear_combination -h1
      exact (mul_eq_zero.mp h3).resolve_left hneg'.ne
    rw [h2, mul_zero, zero_smul, add_zero] at hw
    have h4 : M *ᵥ w = (hA.eigenvalues j + d) • w := by
      rw [add_smul, ← hw, sub_add_cancel]
    linarith [h.gap _ w hw0 h2 h4]
  have hq := hpos.dotProduct_mulVec_nonneg x
  rw [key, hx, star_trivial, mul_zero, zero_smul, add_zero, dotProduct_sub,
    dotProduct_smul, smul_eq_mul] at hq
  linarith
```

The bound is proved first for any solution `x` of the response equation, without an inverse. Here `hg` becomes d(y·y) ≤ y·b, `hlen` is d‖y‖ ≤ ‖b‖, and `hay` identifies the error with a·y. The case distinction in `hlen` treats a remainder of zero length separately, because the other case cancels a factor ‖y‖.

```lean
/-- Let `m ≠ 0` and `d > 0`. If `x` solves `M x = b`, then `a · x` differs from the soft-mode term
by at most `‖a‖ ‖b‖ / d`. -/
theorem response_bound {M : Matrix n n ℝ} {v : n → ℝ} {m d : ℝ} (h : SoftMode M v m d)
    (hm : m ≠ 0) (hd : 0 < d) (a : n → ℝ) {b x : n → ℝ} (hx : M *ᵥ x = b) :
    |a ⬝ᵥ x - (a ⬝ᵥ v) * (b ⬝ᵥ v) / m| ≤ len a * len b / d := by
  have hvb : b ⬝ᵥ v = m * (v ⬝ᵥ x) := by rw [← hx, dotProduct_comm, mode_dot h]
  -- remove the soft component from the response
  obtain ⟨y, hy⟩ : ∃ y, y = x - (v ⬝ᵥ x) • v := ⟨_, rfl⟩
  have hvy : v ⬝ᵥ y = 0 := by
    rw [hy, dotProduct_sub, dotProduct_smul, h.unit, smul_eq_mul, mul_one, sub_self]
  have hMy : M *ᵥ y = b - (v ⬝ᵥ x) • (m • v) := by
    rw [hy, mulVec_sub, mulVec_smul, hx, h.eigen]
  have hg := gap_form h hvy
  rw [hMy, dotProduct_sub, dotProduct_smul, dotProduct_smul, dotProduct_comm y v, hvy,
    smul_zero, smul_zero, sub_zero] at hg
  have hsq : len y * len y = y ⬝ᵥ y :=
    Real.mul_self_sqrt (Finset.sum_nonneg fun i _ => mul_self_nonneg (y i))
  have hlen : d * len y ≤ len b := by
    rcases (show 0 ≤ len y from Real.sqrt_nonneg _).eq_or_lt with h0 | h0
    · rw [← h0, mul_zero]
      exact Real.sqrt_nonneg _
    · refine le_of_mul_le_mul_left ?_ h0
      calc len y * (d * len y) = d * (y ⬝ᵥ y) := by rw [← hsq]; ring
        _ ≤ y ⬝ᵥ b := hg
        _ ≤ len y * len b := (le_abs_self _).trans (abs_dot_le y b)
  have hay : a ⬝ᵥ x - (a ⬝ᵥ v) * (b ⬝ᵥ v) / m = a ⬝ᵥ y := by
    have h1 : (a ⬝ᵥ v) * (m * (v ⬝ᵥ x)) / m = (v ⬝ᵥ x) * (a ⬝ᵥ v) := by
      rw [div_eq_iff hm]
      ring
    rw [hvb, h1, hy, dotProduct_sub, dotProduct_smul, smul_eq_mul]
  rw [hay, le_div_iff₀ hd]
  calc |a ⬝ᵥ y| * d ≤ len a * len y * d :=
        mul_le_mul_of_nonneg_right (abs_dot_le a y) hd.le
    _ = len a * (d * len y) := by ring
    _ ≤ len a * len b := mul_le_mul_of_nonneg_left hlen (Real.sqrt_nonneg _)
```

The main estimate adds invertibility, expressed as `IsUnit M.det`. A vanishing determinant would supply a nonzero `x` with Mx = 0, which the argument above excludes. The response bound is then applied to x = M⁻¹b.

```lean
/-- For `m ≠ 0` and `d > 0` the Hessian is invertible, and the coupling equals the soft-mode term
`(a · v)(b · v) / m` up to an error of at most `‖a‖ ‖b‖ / d`. -/
theorem coupling_soft_mode {M : Matrix n n ℝ} {v : n → ℝ} {m d : ℝ}
    (h : SoftMode M v m d) (hm : m ≠ 0) (hd : 0 < d) (a b : n → ℝ) :
    IsUnit M.det ∧
      |coupling M a b - (a ⬝ᵥ v) * (b ⬝ᵥ v) / m| ≤ len a * len b / d := by
  have hu : IsUnit M.det := by
    refine isUnit_iff_ne_zero.mpr fun h0 => ?_
    obtain ⟨x, hx0, hx⟩ := Matrix.exists_mulVec_eq_zero_iff.mpr h0
    have h1 := mode_dot h x
    rw [hx, dotProduct_zero] at h1
    have hg := gap_form h ((mul_eq_zero.mp h1.symm).resolve_left hm)
    rw [hx, dotProduct_zero] at hg
    have hn : 0 ≤ x ⬝ᵥ x := Finset.sum_nonneg fun i _ => mul_self_nonneg (x i)
    have hz : x ⬝ᵥ x ≤ 0 := by
      by_contra hc
      nlinarith [mul_pos hd (not_le.mp hc)]
    exact hx0 (dotProduct_self_eq_zero.mp (le_antisymm hz hn))
  refine ⟨hu, response_bound h hm hd a ?_⟩
  rw [mulVec_mulVec, mul_nonsing_inv _ hu, one_mulVec]
```

## Approaching the instability

The family is indexed by an arbitrary type `ι`, and the filter `l` specifies the limit: it may describe a sequence or a continuous parameter. Since `m k ≠ 0` is required for every index, the instability point itself must be left out of `ι`. The Hessian and the soft mode may vary, but `a`, `b` and `d` are fixed. Along a real change of geometry the perturbation vectors would generally vary too, and that case is not covered.

The proof of `coupling_residue` squeezes the difference between m_k J_k and (a·v_k)(b·v_k) to zero, then adds the assumed limit.

```lean
/-- As the soft eigenvalue `m` tends to zero through nonzero values at fixed `d > 0`, and `(a · v)(b
· v)` has a limit, the product of `m` and the coupling tends to the limit of `(a · v)(b · v)`. -/
theorem coupling_residue {ι : Type*} {l : Filter ι} {M : ι → Matrix n n ℝ}
    {v : ι → n → ℝ} {m : ι → ℝ} {d c : ℝ} (h : ∀ k, SoftMode (M k) (v k) (m k) d)
    (hm : ∀ k, m k ≠ 0) (hd : 0 < d) (a b : n → ℝ) (hm0 : Tendsto m l (𝓝 0))
    (hc : Tendsto (fun k => (a ⬝ᵥ v k) * (b ⬝ᵥ v k)) l (𝓝 c)) :
    Tendsto (fun k => m k * coupling (M k) a b) l (𝓝 c) := by
  have hz : Tendsto (fun k => m k * coupling (M k) a b - (a ⬝ᵥ v k) * (b ⬝ᵥ v k)) l
      (𝓝 0) := by
    apply squeeze_zero_norm (a := fun k => |m k| * (len a * len b / d))
    · intro k
      have hk := hm k
      have e : m k * coupling (M k) a b - (a ⬝ᵥ v k) * (b ⬝ᵥ v k) =
          m k * (coupling (M k) a b - (a ⬝ᵥ v k) * (b ⬝ᵥ v k) / m k) := by
        field_simp
      rw [Real.norm_eq_abs, e, abs_mul]
      exact mul_le_mul_of_nonneg_left (coupling_soft_mode (h k) hk hd a b).2 (abs_nonneg _)
    · have h1 := hm0.abs.mul_const (len a * len b / d)
      rwa [abs_zero, zero_mul] at h1
  simpa using hz.add hc
```

For the divergence, |m_k J_k| tends to |c| > 0 while 1/|m_k| tends to infinity, so their product does as well. The statement uses the absolute value because `m` may approach zero from either side, or alternate in sign.

```lean
/-- If `m` tends to zero through nonzero values at fixed `d > 0` and `(a · v)(b · v)` has a nonzero
limit, the absolute value of the coupling tends to infinity. -/
theorem coupling_diverges {ι : Type*} {l : Filter ι} {M : ι → Matrix n n ℝ}
    {v : ι → n → ℝ} {m : ι → ℝ} {d c : ℝ} (h : ∀ k, SoftMode (M k) (v k) (m k) d)
    (hm : ∀ k, m k ≠ 0) (hd : 0 < d) (a b : n → ℝ) (hm0 : Tendsto m l (𝓝 0))
    (hc : Tendsto (fun k => (a ⬝ᵥ v k) * (b ⬝ᵥ v k)) l (𝓝 c)) (hc0 : c ≠ 0) :
    Tendsto (fun k => |coupling (M k) a b|) l atTop := by
  have h0 : Tendsto (fun k => |m k|) l (𝓝 0) := by
    have h1 := hm0.abs
    rwa [abs_zero] at h1
  have hinv : Tendsto (fun k => |m k|⁻¹) l atTop :=
    tendsto_inv_nhdsGT_zero.comp (tendsto_nhdsWithin_iff.mpr
      ⟨h0, Filter.Eventually.of_forall fun k => abs_pos.mpr (hm k)⟩)
  have hr := (coupling_residue h hm hd a b hm0 hc).abs
  refine (hr.pos_mul_atTop (abs_pos.mpr hc0) hinv).congr fun k => ?_
  rw [abs_mul, mul_comm |m k|, mul_assoc, mul_inv_cancel₀ (abs_ne_zero.mpr (hm k)), mul_one]
```

For coupled-perturbed Hartree–Fock calculations in a finite real orbital basis, this means that the term of a single soft mode can dominate a computed spin–spin coupling when both perturbations overlap with that mode. The theorems take the Hessian and perturbation vectors as given; they do not derive them from a molecular Hamiltonian, and they leave out the spin-dipole terms and the coupling contributions that do not pass through the triplet response.

## A Hessian that attains the bound

The diagonal matrix from the beginning satisfies `SoftMode` for all real `m` and `d`. In the proof of `gap`, orthogonality removes the first component of the eigenvector, and its nonzero second component fixes the eigenvalue as `d`.

```lean
/-- The diagonal two-level Hessian with entries `m` and `d` has the first basis vector as
soft mode with eigenvalue `m` and gap `d`. -/
theorem softMode_witness (m d : ℝ) : SoftMode !![m, 0; 0, d] ![1, 0] m d where
  symm := Matrix.IsSymm.ext (by intro i j; fin_cases i <;> fin_cases j <;> simp)
  unit := by simp [dotProduct, Fin.sum_univ_two]
  eigen := by
    ext i
    fin_cases i <;> simp [mulVec, dotProduct, Fin.sum_univ_two]
  gap := by
    intro μ w hw h0 h1
    have h0' : w 0 = 0 := by simpa [dotProduct, Fin.sum_univ_two] using h0
    have h1' : d * w 1 = μ * w 1 := by
      simpa [mulVec, dotProduct, Fin.sum_univ_two] using congrFun h1 1
    have hw1 : w 1 ≠ 0 := fun h => hw (by ext i; fin_cases i <;> simp [h0', h])
    exact (mul_right_cancel₀ hw1 h1').le
```

With a = b = (0, 1), the soft-mode term vanishes and the coupling is 1/d, which is exactly ‖a‖‖b‖/d. The error estimate therefore cannot be improved by a smaller universal constant factor.

```lean
/-- For the two-level Hessian and both perturbations along the second basis vector, the
error of the soft-mode term equals `‖a‖ ‖b‖ / d`. -/
theorem bound_sharp {m d : ℝ} (hm : m ≠ 0) (hd : 0 < d) :
    |coupling !![m, 0; 0, d] ![0, 1] ![0, 1] -
        (![0, 1] ⬝ᵥ ![1, 0]) * (![0, 1] ⬝ᵥ ![1, 0]) / m| =
      len ![0, 1] * len ![0, 1] / d := by
  have hinv : (!![m, 0; 0, d] : Matrix (Fin 2) (Fin 2) ℝ)⁻¹ = !![m⁻¹, 0; 0, d⁻¹] := by
    apply Matrix.inv_eq_right_inv
    ext i j
    fin_cases i <;> fin_cases j <;> simp [Matrix.mul_apply, Fin.sum_univ_two, hm, hd.ne']
  simp [coupling, hinv, len, dotProduct, mulVec, Fin.sum_univ_two, abs_of_pos hd]

end

end TripletInstability
```

```lean
#print axioms TripletInstability.coupling_soft_mode
#print axioms TripletInstability.coupling_diverges
#print axioms TripletInstability.bound_sharp
```

```
'TripletInstability.coupling_soft_mode' depends on axioms: [propext, Classical.choice, Quot.sound]
'TripletInstability.coupling_diverges' depends on axioms: [propext, Classical.choice, Quot.sound]
'TripletInstability.bound_sharp' depends on axioms: [propext, Classical.choice, Quot.sound]
```
